# Dilation-stationary Dirac–Coulomb states have energy $E = m\langle\beta\rangle$

Let $x_k, p_k$ be finitely many canonical pairs in a complex algebra, in units with $\hbar = c = 1$, and let $H = \sum_k a_k p_k + m b + V$, where $a_k$ and $b$ stand for the Dirac matrices $\alpha_k$ and $\beta$, $m$ for the rest mass and $V$ for the potential. An expectation value is a complex-linear functional $w$ on the algebra, and $[B,C]$ means $BC - CB$.

In Lean 4 with Mathlib:

```lean
import Mathlib

open Complex

namespace DiracCoulombVirial

noncomputable section

variable {ι A : Type*} [Ring A] [Algebra ℂ A]

/-- Pairs `x k`, `p k` with `[x j, p k] = i δ_jk` and commuting momenta, and elements `a k`, `b`
that commute with all positions and momenta. -/
structure IsDiracSystem [DecidableEq ι] (x p a : ι → A) (b : A) : Prop where
  ccr : ∀ j k, x j * p k - p k * x j = if j = k then I • (1 : A) else 0
  p_comm : ∀ j k, p j * p k = p k * p j
  a_x : ∀ j k, a j * x k = x k * a j
  a_p : ∀ j k, a j * p k = p k * a j
  b_x : ∀ k, b * x k = x k * b
  b_p : ∀ k, b * p k = p k * b

/-- A potential that commutes with the positions and obeys Euler's relation
`x · ∇V = ν V`, written with commutators. -/
structure IsHomogeneousPotential [Fintype ι] (x p : ι → A) (V : A) (ν : ℂ) : Prop where
  comm : ∀ k, V * x k = x k * V
  euler : ∑ k, x k * (p k * V - V * p k) = (-(I * ν)) • V

/-- The generator of dilations, `∑ x_k p_k`. -/
def dilation [Fintype ι] (x p : ι → A) : A := ∑ k, x k * p k

/-- The Dirac kinetic term, `∑ a_k p_k`. -/
def kinetic [Fintype ι] (a p : ι → A) : A := ∑ k, a k * p k

/-- The Dirac Hamiltonian `∑ a_k p_k + m b + V`, in units with `ħ = c = 1`. -/
def diracH [Fintype ι] (a p : ι → A) (b V : A) (m : ℂ) : A := kinetic a p + m • b + V

variable [Fintype ι] [DecidableEq ι] {x p a : ι → A} {b V : A} {ν : ℂ}

/-- The Dirac kinetic term `T` scales with degree one in momentum: `[T, G] = -i T` for the
dilation generator `G`. -/
theorem kinetic_dilation (h : IsDiracSystem x p a b) :
    kinetic a p * dilation x p - dilation x p * kinetic a p = (-I) • kinetic a p := by
  have one : ∀ j, a j * p j * dilation x p - dilation x p * (a j * p j)
      = (-I) • (a j * p j) := by
    intro j
    have term : ∀ k, a j * p j * (x k * p k) - x k * p k * (a j * p j)
        = if k = j then (-I) • (a j * p j) else 0 := by
      intro k
      -- move the Dirac matrix to the left and exchange the momenta
      have e : x k * p k * (a j * p j) = a j * x k * (p j * p k) := by
        calc x k * p k * (a j * p j) = x k * (p k * a j) * p j := by simp only [mul_assoc]
          _ = x k * (a j * p k) * p j := by rw [h.a_p j k]
          _ = x k * a j * (p k * p j) := by simp only [mul_assoc]
          _ = a j * x k * (p j * p k) := by rw [h.a_x j k, h.p_comm k j]
      have e2 : a j * p j * (x k * p k) - x k * p k * (a j * p j)
          = -(a j * (x k * p j - p j * x k) * p k) := by
        rw [e]; noncomm_ring
      rw [e2, h.ccr k j]
      by_cases hkj : k = j
      · subst hkj; simp
      · simp [hkj]
    unfold dilation
    rw [Finset.mul_sum, Finset.sum_mul, ← Finset.sum_sub_distrib,
      Finset.sum_congr rfl (fun k _ => term k)]
    simp
  unfold kinetic
  rw [Finset.sum_mul, Finset.mul_sum, ← Finset.sum_sub_distrib, Finset.smul_sum]
  exact Finset.sum_congr rfl (fun j _ => one j)

omit [DecidableEq ι] in
/-- A homogeneous potential of degree `ν` obeys `[V, G] = i ν V` with the dilation
generator `G`. -/
theorem potential_dilation (hV : IsHomogeneousPotential x p V ν) :
    V * dilation x p - dilation x p * V = (I * ν) • V := by
  have e : V * dilation x p - dilation x p * V = -∑ k, x k * (p k * V - V * p k) := by
    unfold dilation
    rw [Finset.mul_sum, Finset.sum_mul, ← Finset.sum_sub_distrib, ← Finset.sum_neg_distrib]
    refine Finset.sum_congr rfl (fun k _ => ?_)
    rw [← mul_assoc, hV.comm k]
    noncomm_ring
  rw [e, hV.euler]
  module

/-- For a homogeneous potential `V` of degree `ν` and kinetic term `T`, the commutator of the Dirac
Hamiltonian with the dilation generator is `i (ν V - T)`; the mass term drops out. -/
theorem hamiltonian_dilation (h : IsDiracSystem x p a b)
    (hV : IsHomogeneousPotential x p V ν) (m : ℂ) :
    diracH a p b V m * dilation x p - dilation x p * diracH a p b V m
      = I • (ν • V - kinetic a p) := by
  have hb : b * dilation x p = dilation x p * b := by
    unfold dilation
    rw [Finset.mul_sum, Finset.sum_mul]
    refine Finset.sum_congr rfl (fun k _ => ?_)
    rw [← mul_assoc, h.b_x, mul_assoc, h.b_p, ← mul_assoc]
  have split : diracH a p b V m * dilation x p - dilation x p * diracH a p b V m
      = (kinetic a p * dilation x p - dilation x p * kinetic a p)
        + (V * dilation x p - dilation x p * V) := by
    simp only [diracH, add_mul, mul_add, smul_mul_assoc, mul_smul_comm, hb]
    abel
  rw [split, kinetic_dilation h, potential_dilation hV]
  module

/-- Dirac virial theorem for a homogeneous potential of degree `ν`: with `H` the Dirac Hamiltonian,
`T` its kinetic term and `G` the dilation generator, `w(HG) = w(GH)` holds exactly when `w(T) = ν
w(V)`. -/
theorem virial_iff (h : IsDiracSystem x p a b) (hV : IsHomogeneousPotential x p V ν)
    (m : ℂ) (w : A →ₗ[ℂ] ℂ) :
    w (diracH a p b V m * dilation x p) = w (dilation x p * diracH a p b V m)
      ↔ w (kinetic a p) = ν * w V := by
  have hc := congrArg w (hamiltonian_dilation h hV m)
  simp only [map_sub, map_smul, smul_eq_mul] at hc
  constructor
  · intro hs
    rw [hs, sub_self] at hc
    have h0 := (mul_eq_zero.mp hc.symm).resolve_left I_ne_zero
    linear_combination -h0
  · intro ht
    linear_combination hc - I * ht

/-- Dirac-Coulomb virial theorem: for a potential of degree `-1`, if `w(H) = E` and `w(HG) = w(GH)`,
with `H` the Dirac Hamiltonian and `G` the dilation generator, then `E = m w(b)`. -/
theorem dirac_coulomb_virial (h : IsDiracSystem x p a b)
    (hV : IsHomogeneousPotential x p V (-1)) (m E : ℂ) (w : A →ₗ[ℂ] ℂ)
    (hE : w (diracH a p b V m) = E)
    (hs : w (diracH a p b V m * dilation x p) = w (dilation x p * diracH a p b V m)) :
    E = m * w b := by
  have ht := (virial_iff h hV m w).1 hs
  simp only [diracH, map_add, map_smul, smul_eq_mul] at hE
  linear_combination ht - hE

/-- Converse for a potential of degree `-1`: if `w(H) = m w(b)`, then `w(HG) = w(GH)`, with `H` the
Dirac Hamiltonian and `G` the dilation generator. -/
theorem stationary_of_energy (h : IsDiracSystem x p a b)
    (hV : IsHomogeneousPotential x p V (-1)) (m : ℂ) (w : A →ₗ[ℂ] ℂ)
    (hE : w (diracH a p b V m) = m * w b) :
    w (diracH a p b V m * dilation x p) = w (dilation x p * diracH a p b V m) := by
  refine (virial_iff h hV m w).2 ?_
  simp only [diracH, map_add, map_smul, smul_eq_mul] at hE
  linear_combination hE

/-- For a potential of degree `-1` and real `m`, `E`, let `w(H) = E` and `w(HG) = w(GH)`, with `H`
the Dirac Hamiltonian and `G` the dilation generator. If `b² = 1`, `w(1) = 1` and `w((1 ± b)²)` have
nonnegative real parts, then `|E| ≤ |m|`. -/
theorem abs_energy_le_mass (h : IsDiracSystem x p a b)
    (hV : IsHomogeneousPotential x p V (-1)) (m E : ℝ) (w : A →ₗ[ℂ] ℂ)
    (hE : w (diracH a p b V m) = E)
    (hs : w (diracH a p b V m * dilation x p) = w (dilation x p * diracH a p b V m))
    (hb : b * b = 1) (h1 : w 1 = 1)
    (hplus : 0 ≤ (w ((1 + b) * (1 + b))).re) (hminus : 0 ≤ (w ((1 - b) * (1 - b))).re) :
    |E| ≤ |m| := by
  have e1 : (1 + b) * (1 + b) = 1 + b + b + 1 := by
    rw [add_mul, mul_add, mul_add, hb, one_mul, one_mul, mul_one]; abel
  have e2 : (1 - b) * (1 - b) = 1 - b - b + 1 := by
    rw [sub_mul, mul_sub, mul_sub, hb, one_mul, one_mul, mul_one]; abel
  rw [e1] at hplus
  rw [e2] at hminus
  simp only [map_add, map_sub, h1, add_re, sub_re, one_re] at hplus hminus
  have hre := congrArg Complex.re (dirac_coulomb_virial h hV m E w hE hs)
  rw [re_ofReal_mul, ofReal_re] at hre
  have hle : |(w b).re| ≤ 1 := abs_le.2 ⟨by linarith, by linarith⟩
  rw [hre, abs_mul]
  exact mul_le_of_le_one_right (abs_nonneg m) hle

/-- Coefficients of two-component formal series in all integer powers of one coordinate, possibly
infinite in both directions. -/
abbrev Spinor := ℤ → Bool → ℂ

/-- Multiplication by the coordinate. -/
def X : Module.End ℂ Spinor where
  toFun f := fun n s => f (n - 1) s
  map_add' _ _ := rfl
  map_smul' _ _ := rfl

/-- The momentum `-i d/dx`. -/
def P : Module.End ℂ Spinor where
  toFun f := fun n s => -I * ((n : ℂ) + 1) * f (n + 1) s
  map_add' f g := by funext n s; simp only [Pi.add_apply]; ring
  map_smul' c f := by
    funext n s; simp only [Pi.smul_apply, smul_eq_mul, RingHom.id_apply]; ring

/-- The matrix exchanging the two spinor components. -/
def α : Module.End ℂ Spinor where
  toFun f := fun n s => f n (!s)
  map_add' _ _ := rfl
  map_smul' _ _ := rfl

/-- The diagonal matrix with entries `1` and `-1` on the two spinor components. -/
def β : Module.End ℂ Spinor where
  toFun f := fun n s => (if s then (1 : ℂ) else -1) * f n s
  map_add' f g := by funext n s; simp only [Pi.add_apply]; ring
  map_smul' c f := by
    funext n s; simp only [Pi.smul_apply, smul_eq_mul, RingHom.id_apply]; ring

/-- The potential `-Z/x`. -/
def coulomb (Z : ℂ) : Module.End ℂ Spinor where
  toFun f := fun n s => -Z * f (n + 1) s
  map_add' f g := by funext n s; simp only [Pi.add_apply]; ring
  map_smul' c f := by
    funext n s; simp only [Pi.smul_apply, smul_eq_mul, RingHom.id_apply]; ring

/-- The upper constant coefficient of an operator applied to the constant upper spinor. -/
def mean : Module.End ℂ Spinor →ₗ[ℂ] ℂ where
  toFun B := B (fun n s => if n = 0 ∧ s = true then 1 else 0) 0 true
  map_add' _ _ := rfl
  map_smul' _ _ := rfl

/-- The Laurent-series operators with potential `-Z/x` and the functional `mean` satisfy the
relations of the Dirac-Coulomb virial theorem, with `β² = 1` and `mean 1 = mean β = 1`. -/
theorem dirac_coulomb_witness (Z m : ℂ) :
    IsDiracSystem (fun _ : Unit => X) (fun _ => P) (fun _ => α) β ∧
    IsHomogeneousPotential (fun _ : Unit => X) (fun _ => P) (coulomb Z) (-1) ∧
    mean (diracH (fun _ : Unit => α) (fun _ => P) β (coulomb Z) m
        * dilation (fun _ : Unit => X) (fun _ => P))
      = mean (dilation (fun _ : Unit => X) (fun _ => P)
        * diracH (fun _ : Unit => α) (fun _ => P) β (coulomb Z) m) ∧
    β * β = 1 ∧ mean 1 = 1 ∧ mean β = 1 := by
  have hS : IsDiracSystem (fun _ : Unit => X) (fun _ => P) (fun _ => α) β := by
    constructor
    · intro j k
      rw [if_pos (Subsingleton.elim j k)]
      refine LinearMap.ext fun f => funext fun n => funext fun s => ?_
      simp only [X, P, Module.End.mul_apply, LinearMap.sub_apply, Pi.sub_apply,
        LinearMap.coe_mk, AddHom.coe_mk, LinearMap.smul_apply, Module.End.one_apply,
        Pi.smul_apply, smul_eq_mul, sub_add_cancel, add_sub_cancel_right, Int.cast_sub,
        Int.cast_one]
      ring
    all_goals
      intros
      refine LinearMap.ext fun f => funext fun n => funext fun s => ?_
      simp only [X, P, α, β, Module.End.mul_apply, LinearMap.coe_mk, AddHom.coe_mk]
      try ring
  have hV : IsHomogeneousPotential (fun _ : Unit => X) (fun _ => P) (coulomb Z) (-1) := by
    constructor
    · intro k
      refine LinearMap.ext fun f => funext fun n => funext fun s => ?_
      simp only [X, coulomb, Module.End.mul_apply, LinearMap.coe_mk, AddHom.coe_mk,
        sub_add_cancel, add_sub_cancel_right]
    · refine LinearMap.ext fun f => funext fun n => funext fun s => ?_
      simp only [Finset.univ_unique, Finset.sum_singleton, X, P, coulomb,
        Module.End.mul_apply, LinearMap.sub_apply, Pi.sub_apply, LinearMap.coe_mk,
        AddHom.coe_mk, LinearMap.smul_apply, Pi.smul_apply, smul_eq_mul, sub_add_cancel,
        Int.cast_sub, Int.cast_add, Int.cast_one]
      ring
  refine ⟨hS, hV, (virial_iff hS hV m mean).2 ?_, ?_, ?_, ?_⟩
  · -- both the kinetic term and the potential lower the degree by one
    simp [kinetic, mean, α, P, coulomb]
  · refine LinearMap.ext fun f => funext fun n => funext fun s => ?_
    cases s <;> simp [β]
  · simp [mean]
  · simp [mean, β]

end

end DiracCoulombVirial
```

```lean
#print axioms DiracCoulombVirial.dirac_coulomb_virial
-- 'DiracCoulombVirial.dirac_coulomb_virial' depends on axioms: [propext, Classical.choice, Quot.sound]
#print axioms DiracCoulombVirial.stationary_of_energy
-- 'DiracCoulombVirial.stationary_of_energy' depends on axioms: [propext, Classical.choice, Quot.sound]
#print axioms DiracCoulombVirial.abs_energy_le_mass
-- 'DiracCoulombVirial.abs_energy_le_mass' depends on axioms: [propext, Classical.choice, Quot.sound]
```

## Operators, potential and expectation value

The type `A` is the operator algebra, and the finite type `ι` labels the coordinates. The structure `IsDiracSystem` collects the relations

$$[x_j, p_k] = i\,\delta_{jk}, \qquad [p_j, p_k] = 0,$$

and says that every $a_j$ and $b$ commute with all positions and momenta. The anticommutation relations of the Dirac matrices are not needed for the virial identity, and $b^2 = 1$ enters only in the energy bound.

`IsHomogeneousPotential` says that $V$ commutes with every $x_k$ and satisfies

$$\sum_k x_k [p_k, V] = -i\nu V.$$

With $p_k = -i\partial_k$ this is Euler's relation $x\cdot\nabla V = \nu V$ for a function homogeneous of degree $\nu$. The Coulomb potential of a point charge at the origin has $\nu = -1$, so that the right-hand side becomes $iV$.

The kinetic term is `kinetic`, $T = \sum_k a_k p_k$, and the generator of dilations is `dilation`, $G = \sum_k x_k p_k$. The main theorem, `dirac_coulomb_virial`, takes $\nu = -1$ and two conditions on $w$:

$$w(H) = E, \qquad w(HG) = w(GH).$$

It concludes that $E = m\,w(b)$. Its converse, `stationary_of_energy`, says that $w(H) = m\,w(b)$ implies $w(HG) = w(GH)$. For general $\nu$, `virial_iff` states that $w(HG) = w(GH)$ holds exactly when $w(T) = \nu\,w(V)$.

## What the stationarity condition means for a bound state

For a normalised state $\psi$ one takes $w(B) = \langle\psi|B\psi\rangle$. The condition $w([H,G]) = 0$ then says that the rate of change of the mean of $G$, which is $i\,w([H,G])$, vanishes at the moment considered. Equivalently, the mean energy is stationary to first order when the state is dilated, which is the sense of "dilation-stationary" in the title. A functional with $w(1) = 1$ and $w(HB) = w(BH) = E\,w(B)$ for every $B$ satisfies both conditions of the theorem: put $B = 1$ and $B = G$. The theorem asks for much less than this, and it does not use normalisation.

For an actual eigenfunction, $w(GH) = E\,w(G)$ follows from $H\psi = E\psi$. The companion equation $w(HG) = E\,w(G)$ requires moving $H$ to the other side of the inner product, which is a question of operator domains and of boundary terms at the Coulomb singularity. The algebraic theorem takes the resulting equality as a hypothesis; it contains no Hilbert space, no self-adjointness and no existence of bound states.

The energy $E$ includes the rest energy. For one electron in the field of a single point nucleus, the difference $E - m\langle\beta\rangle$ can serve as a check on a computed bound state. In a finite basis the canonical relations do not hold exactly for the matrices, so the identity is then a test of the approximation and not an algebraic consequence of it. An extended nucleus changes the potential and breaks Euler's relation with $\nu = -1$.

## The three commutators with the dilation generator

For the kinetic term, take one summand of $T$ and one of $G$. Since $a_j$ commutes with positions and momenta, and momenta commute with each other,

$$[a_j p_j,\, x_k p_k] = a_j p_j x_k p_k - a_j x_k p_j p_k = -a_j [x_k, p_j]\, p_k = -i\,\delta_{kj}\, a_j p_j.$$

Summing over $k$ and then over $j$ gives $[T, G] = -iT$. In `kinetic_dilation`, the inner statement `term` is this computation: `e` moves the Dirac matrix to the left and exchanges the momenta, `e2` isolates the canonical commutator, and `h.ccr k j` evaluates it. The statement `one` sums over $k$, and the last lines sum over $j$.

For the potential, $V$ passes through $x_k$:

$$[V, G] = \sum_k (x_k V p_k - x_k p_k V) = -\sum_k x_k [p_k, V] = i\nu V.$$

This is `potential_dilation`, where `hV.comm` performs the exchange and `hV.euler` supplies the last equality.

The matrix $b$ commutes with each $x_k p_k$, hence with $G$, and the mass term contributes nothing. Together,

$$[H, G] = -iT + i\nu V = i(\nu V - T).$$

In `hamiltonian_dilation`, `hb` is the statement $bG = Gb$, `split` separates the two remaining commutators, and `module` collects the scalar factors.

## From the commutator to the energy

Applying $w$ gives

$$w(HG) - w(GH) = i\,\bigl(\nu\,w(V) - w(T)\bigr).$$

Because $i \neq 0$, the left side vanishes exactly when $w(T) = \nu\,w(V)$. The proof of `virial_iff` applies $w$ with `congrArg`, cancels $i$ in one direction and substitutes in the other.

For $\nu = -1$ this reads $w(T) + w(V) = 0$, and therefore

$$E = w(T) + m\,w(b) + w(V) = m\,w(b).$$

Read backwards, $w(H) = m\,w(b)$ forces $w(T) = -w(V)$, and `virial_iff` returns stationarity. In both theorems `linear_combination` does this last piece of linear algebra.

## The bound $|E| \le |m|$

The theorem `abs_energy_le_mass` takes $E$ and $m$ real and adds the assumptions $b^2 = 1$, $w(1) = 1$, and nonnegative real parts of $w((1 \pm b)^2)$. In a normalised quantum state with Hermitian $b$, the last condition holds because $(1 \pm b)^2$ is the square of a Hermitian operator. Since $(1 \pm b)^2 = 2 \pm 2b$,

$$0 \le 2 \pm 2\,\mathrm{Re}\,w(b), \qquad\text{so}\qquad |\mathrm{Re}\,w(b)| \le 1.$$

The real part of $E = m\,w(b)$ is $E = m\,\mathrm{Re}\,w(b)$, which gives $|E| \le |m|$. The expansions are `e1` and `e2`, and `hle` is the bound on $\mathrm{Re}\,w(b)$.

## A concrete model in one coordinate

The theorem `dirac_coulomb_witness` shows that the assumptions are consistent, with a nonzero potential whenever $Z \neq 0$. A `Spinor` is a family of coefficients $f_{n,s}$ with $n$ an integer and $s$ one of two components, read as the formal series $\sum_n f_{n,s}\,x^n$, which may extend infinitely in both directions. The operators act by

$$(Xf)_{n,s} = f_{n-1,s}, \qquad (Pf)_{n,s} = -i(n+1) f_{n+1,s}, \qquad (Vf)_{n,s} = -Z f_{n+1,s},$$

which are multiplication by $x$, the momentum $-i\,d/dx$, and multiplication by $-Z/x$. The matrix `α` exchanges the components, and `β` multiplies them by $1$ and $-1$.

The canonical relation follows from $(XPf)_{n,s} = -in f_{n,s}$ and $(PXf)_{n,s} = -i(n+1) f_{n,s}$, whose difference is $i f_{n,s}$. Euler's relation is checked in the same way, coefficient by coefficient.

The functional `mean` applies an operator to the constant upper spinor and reads off the upper constant coefficient. The momentum annihilates a constant, and the potential sends it to a multiple of $x^{-1}$, so `mean` vanishes on both $T$ and $V$. The reverse direction of `virial_iff` then gives stationarity. Since `mean β` is $1$, the energy in this model is $m$. The model is algebraic: its functional does not come from a normalisable wavefunction, and it does not describe a hydrogen-like bound state.
